# For a real, even coupling on a finite ring, the RPA integrand is a sum over momenta when every momentum factor is positive

Q: Take a ring of $N$ identical cells, with one basis function per cell, whose electrons respond to each other's density fluctuations. At one imaginary frequency, the random-phase approximation needs $\ln\det(1+Q)-\operatorname{tr}Q$, where $Q=-\chi_0v$ is minus the non-interacting response times the interaction. The determinant couples all cells. Why may I treat each momentum alone?

A: Because the coupling depends only on separation: $Q_{ij}=q(i-j)$, with cells counted modulo $N$. Let $e(m)=\exp(2\pi\mathrm{i}\,m/N)$, where the upright $\mathrm{i}$ is the imaginary unit, and let $F_{jk}=e(jk)$. Column $k$ of $F$ is a Bloch wave. Putting $m=i-j$,

$$(QF)_{ik}=\sum_j q(i-j)\,e(jk)=e(ik)\sum_m q(m)\,e(-mk)=F_{ik}\,b(k),$$

where $b(k)=\sum_j q(j)\,e(-jk)$. Hence $(1+Q)F=F\,\mathrm{diag}(1+b(k))$.

Q: To get a determinant from that you must cancel $\det F$.

A: Yes, and orthogonality permits it. The sum $\sum_k e(km)$ is $N$ for $m=0$. For $m\neq0$, shifting $k$ by one multiplies it by $e(m)\neq1$ without changing it, so it is zero. Therefore $FF^\dagger=N\,1$ and $\det F\neq0$. The normalised waves are the columns of $F/\sqrt N$, which is unitary. Taking determinants and cancelling gives

$$\det(1+Q)=\prod_k(1+b(k)).$$

The same orthogonality handles the trace:

$$\sum_k b(k)=\sum_j q(j)\sum_k e(-jk)=N\,q(0)=\operatorname{tr}Q.$$

Q: Your $b(k)$ is complex. I want a real logarithm.

A: Let $q$ be real with $q(-j)=q(j)$. Replacing $j$ by $-j$ gives $b(k)=\sum_j q(j)\,e(jk)$. The average of the two expressions is

$$b(k)=c(k)=\sum_j q(j)\cos(2\pi jk/N).$$

If every $1+c(k)$ is positive, the logarithm of the product is the sum of the logarithms, so

$$\ln\det(1+Q)-\operatorname{tr}Q=\sum_k\left[\ln(1+c(k))-c(k)\right].$$

If each term is integrable over positive frequencies $\omega$, the finite sum can be taken outside the integral, and the energy separates too.

Q: Now show me that the formal objects are these ones. What is a cell?

A: An element of `ZMod N`, and so is a momentum label: $k$ stands for the wave number $2\pi k/N$ per cell. The instance `NeZero N` says $N\geq1$.

In Lean 4 with Mathlib:

```lean
import Mathlib

open Matrix MeasureTheory

namespace PeriodicRPA

noncomputable section

variable {N : ℕ} [NeZero N]
```

The matrix is defined for entries of any type, so the same definition serves real and complex couplings.

```lean
/-- The translation-invariant matrix `Q i j = q (i - j)` on a ring of `N` cells. -/
def latticeMatrix {R : Type*} (q : ZMod N → R) : Matrix (ZMod N) (ZMod N) R :=
  Matrix.of fun i j => q (i - j)
```

The Bloch waves are left unnormalised, as in $F$ above. `ZMod.stdAddChar` is my $e$.

```lean
/-- The matrix whose column `k` is the Bloch wave `exp (2 π i j k / N)`. -/
def blochMatrix (N : ℕ) [NeZero N] : Matrix (ZMod N) (ZMod N) ℂ :=
  Matrix.of fun j k => ZMod.stdAddChar (j * k)
```

Next come $b(k)$, called `blochSymbol`, and $c(k)$, called `cosineSymbol`.

```lean
/-- The lattice Fourier transform of `q` at momentum `k`. -/
def blochSymbol (q : ZMod N → ℂ) (k : ZMod N) : ℂ :=
  ∑ j, q j * ZMod.stdAddChar (-(j * k))

/-- The cosine transform of a real `q` at momentum `k`. -/
def cosineSymbol (q : ZMod N → ℝ) (k : ZMod N) : ℝ :=
  ∑ j, q j * Real.cos (2 * Real.pi * j.val * k.val / N)
```

Q: The cosine contains `j.val`. Does that smuggle in a choice of origin?

A: `j.val` is the representative between $0$ and $N-1$. Changing either representative by $N$ shifts the angle by a multiple of $2\pi$, so the cosine is the same.

Q: And the energy?

A: It has the prefactor $1/(2\pi)$ and runs over positive imaginary frequencies only.

```lean
/-- The RPA integrand `ln det (1 + Q) - tr Q` for the translation-invariant matrix `Q` of a given
real `q`. -/
def rpaIntegrand (q : ZMod N → ℝ) : ℝ :=
  Real.log (1 + latticeMatrix q).det - (latticeMatrix q).trace

/-- The RPA correlation energy of a given family `q ω`: the integral of the RPA integrand over `ω >
0`, divided by `2 π`. -/
def rpaEnergy (q : ℝ → ZMod N → ℝ) : ℝ :=
  1 / (2 * Real.pi) * ∫ ω in Set.Ioi (0 : ℝ), rpaIntegrand (q ω)
```

Q: I see no $\chi_0$ and no $v$ there.

A: Correct. The family `q ω` is given, not computed from orbitals or a Coulomb kernel. There is also just one function per cell, so each momentum carries a number. With several functions per cell it would carry a matrix block. The ring is finite and one-dimensional, and no limit of large $N$ is taken. Within that model, the result is the algebra behind evaluating a periodic RPA correlation energy momentum by momentum: $N$ scalar terms replace one $N\times N$ determinant.

Q: Then take me through the proof. Where does translation invariance enter?

A: In the first lemma, which is $QF=F\,\mathrm{diag}(b)$ for any complex $q$. The step `Fintype.sum_equiv (Equiv.subLeft i)` is the change of variable from $j$ to $i-j$, and `AddChar.map_add_eq_mul` splits the exponential.

```lean
/-- Each Bloch wave is an eigenvector of the translation-invariant matrix, with the
Fourier transform of `q` as eigenvalue. -/
theorem lattice_mul_bloch (q : ZMod N → ℂ) :
    latticeMatrix q * blochMatrix N = blochMatrix N * diagonal (blochSymbol q) := by
  ext i k
  rw [Matrix.mul_diagonal, Matrix.mul_apply]
  simp only [latticeMatrix, blochMatrix, blochSymbol, Matrix.of_apply, Finset.mul_sum]
  -- sum over the separation `i - j` instead of the cell `j`
  refine Fintype.sum_equiv (Equiv.subLeft i) _ _ fun j => ?_
  simp only [Equiv.subLeft_apply]
  have h : j * k = i * k + -((i - j) * k) := by ring
  rw [h, AddChar.map_add_eq_mul]
  ring
```

The next lemma multiplies $F$ by the matrix of conjugate waves and obtains $N$ times the identity. `AddChar.sum_mulShift` supplies the character sum. If $\det F$ were zero, taking determinants would give $0=N^N$, which is false.

```lean
/-- The matrix of Bloch waves has non-zero determinant. -/
theorem det_bloch_ne_zero : (blochMatrix N).det ≠ 0 := by
  -- orthogonality of the Bloch waves
  have h : blochMatrix N * Matrix.of (fun k j => ZMod.stdAddChar (-(k * j)))
      = (N : ℂ) • (1 : Matrix (ZMod N) (ZMod N) ℂ) := by
    ext i j
    have e : ∀ k : ZMod N, (ZMod.stdAddChar (i * k) : ℂ) * ZMod.stdAddChar (-(k * j))
        = ZMod.stdAddChar (k * (i - j)) := by
      intro k
      rw [← AddChar.map_add_eq_mul]
      congr 1
      ring
    rw [Matrix.mul_apply]
    simp only [blochMatrix, Matrix.of_apply, e]
    rw [AddChar.sum_mulShift _ (ZMod.isPrimitive_stdAddChar N)]
    by_cases hij : i = j
    · simp [hij, ZMod.card]
    · simp [hij, sub_eq_zero]
  intro h0
  have h1 := congrArg Matrix.det h
  rw [det_mul, h0, zero_mul, det_smul, det_one, mul_one] at h1
  exact pow_ne_zero _ (Nat.cast_ne_zero.mpr (NeZero.ne N)) h1.symm
```

Q: So the cancellation is now legitimate.

A: Yes. The proof forms $(1+Q)F=F\,\mathrm{diag}(1+b)$, takes determinants on both sides and cancels with `mul_left_cancel₀`. Evenness has not been used yet.

```lean
/-- For any complex `q`, the determinant of `1 + Q` is the product over momenta of one
plus the Fourier transform of `q`. -/
theorem det_eq_prod_bloch (q : ZMod N → ℂ) :
    (1 + latticeMatrix q).det = ∏ k, (1 + blochSymbol q k) := by
  have hd : diagonal (fun k => 1 + blochSymbol q k) = 1 + diagonal (blochSymbol q) := by
    ext i j
    by_cases h : i = j <;> simp [h]
  have h : (1 + latticeMatrix q) * blochMatrix N
      = blochMatrix N * diagonal (fun k => 1 + blochSymbol q k) := by
    rw [hd, add_mul, mul_add, one_mul, mul_one, lattice_mul_bloch]
  have hdet := congrArg Matrix.det h
  rw [det_mul, det_mul, det_diagonal, mul_comm] at hdet
  exact mul_left_cancel₀ det_bloch_ne_zero hdet
```

For the trace, `Finset.sum_comm` exchanges the sums over $j$ and $k$. Only $j=0$ survives, leaving $N\,q(0)$.

```lean
/-- For any complex `q`, the trace of `Q` is the sum over momenta of the Fourier
transform of `q`. -/
theorem trace_eq_sum_bloch (q : ZMod N → ℂ) :
    (latticeMatrix q).trace = ∑ k, blochSymbol q k := by
  have e : ∀ j : ZMod N, ∑ k, q j * ZMod.stdAddChar (-(j * k))
      = if j = 0 then (N : ℂ) * q 0 else 0 := by
    intro j
    have e1 : ∀ k : ZMod N, (ZMod.stdAddChar (-(j * k)) : ℂ)
        = ZMod.stdAddChar (k * (-j)) := by
      intro k
      congr 1
      ring
    rw [← Finset.mul_sum]
    simp only [e1]
    rw [AddChar.sum_mulShift _ (ZMod.isPrimitive_stdAddChar N)]
    by_cases hj : j = 0 <;> simp [hj, ZMod.card, mul_comm]
  unfold blochSymbol
  -- only the on-site term survives the sum over momenta
  rw [Finset.sum_comm]
  simp only [e]
  simp [latticeMatrix, Matrix.trace, ZMod.card]
```

Evenness enters here. `hflip` is the replacement of $j$ by $-j$, `hcos` is $e(jk)+e(-jk)=2\cos(2\pi jk/N)$, and `hsum` adds the two forms of $b(k)$. Halving gives $b(k)=c(k)$.

```lean
/-- For real even `q` the Fourier transform is the real cosine transform. -/
theorem blochSymbol_eq_cosine (q : ZMod N → ℝ) (hq : ∀ j, q (-j) = q j) (k : ZMod N) :
    blochSymbol (fun j => (q j : ℂ)) k = (cosineSymbol q k : ℂ) := by
  have hflip : blochSymbol (fun j => (q j : ℂ)) k
      = ∑ j, (q j : ℂ) * ZMod.stdAddChar (j * k) := by
    unfold blochSymbol
    refine Fintype.sum_equiv (Equiv.neg _) _ _ fun j => ?_
    simp only [Equiv.neg_apply, hq, neg_mul]
  have hcos : ∀ j : ZMod N, (ZMod.stdAddChar (j * k) : ℂ) + ZMod.stdAddChar (-(j * k))
      = 2 * ((Real.cos (2 * Real.pi * j.val * k.val / N) : ℝ) : ℂ) := by
    intro j
    have h1 : j * k = ((j.val * k.val : ℤ) : ZMod N) := by simp
    have h2 : -(j * k) = ((-(j.val * k.val) : ℤ) : ZMod N) := by simp
    rw [h2, h1, ZMod.stdAddChar_coe, ZMod.stdAddChar_coe, Complex.ofReal_cos,
      Complex.two_cos]
    congr 2 <;> (push_cast; ring)
  -- average the contributions of `j` and `-j`
  have hsum : blochSymbol (fun j => (q j : ℂ)) k + blochSymbol (fun j => (q j : ℂ)) k
      = 2 * (cosineSymbol q k : ℂ) := by
    nth_rewrite 1 [hflip]
    unfold blochSymbol cosineSymbol
    rw [← Finset.sum_add_distrib, Complex.ofReal_sum, Finset.mul_sum]
    refine Finset.sum_congr rfl fun j _ => ?_
    rw [← mul_add, hcos, Complex.ofReal_mul]
    ring
  linear_combination hsum / 2
```

Q: What does evenness mean physically, and what breaks without it?

A: For real $q$ it says that $Q$ is symmetric: cell $i$ affects cell $j$ as $j$ affects $i$. Take $N=3$ with $q(1)=1$ and $q(0)=q(2)=0$, a coupling in one direction round the ring, chosen for its algebra and not derived from a $\chi_0$ and a $v$. Then $Q$ is a cyclic permutation matrix and $\det(1+Q)=1+1=2$. The cosine factors are $2$, $\tfrac12$ and $\tfrac12$, whose product is $\tfrac12$. The product with complex $b(k)$ still gives $2$; only the cosine form fails.

Q: With evenness, then, what exactly is the determinant theorem?

A: For every $N\geq1$ and every real even $q$, $\det(1+Q)$ equals the product over $k$ of $1+\sum_j q(j)\cos(2\pi jk/N)$. No positivity is needed. The proof views the real matrix as a complex one, uses the complex product, and returns to the reals because the embedding of real into complex numbers is injective. At $N=1$ the formula reads $1+q(0)$ on both sides.

```lean
/-- For real even `q`, the determinant of `1 + Q` is the product over momenta `k` of
`1 + ∑ j, q j cos (2 π j k / N)`. -/
theorem det_eq_prod_cosine (q : ZMod N → ℝ) (hq : ∀ j, q (-j) = q j) :
    (1 + latticeMatrix q).det
      = ∏ k : ZMod N, (1 + ∑ j, q j * Real.cos (2 * Real.pi * j.val * k.val / N)) := by
  change _ = ∏ k, (1 + cosineSymbol q k)
  have h := det_eq_prod_bloch (fun j => (q j : ℂ))
  simp only [blochSymbol_eq_cosine q hq] at h
  have hm : 1 + latticeMatrix (fun j => (q j : ℂ))
      = Complex.ofRealHom.mapMatrix (1 + latticeMatrix q) := by
    rw [map_add, map_one]
    rfl
  rw [hm, ← RingHom.map_det] at h
  apply Complex.ofReal_injective
  refine h.trans ?_
  simp
```

A product vanishes exactly when one of its factors does, which locates a singular $1+Q$ at some momentum. The RPA response is $(1+Q)^{-1}\chi_0$, so this is where the inverse ceases to exist.

```lean
/-- For real even `q`, the matrix `1 + Q` is singular exactly when the factor of some
momentum vanishes. -/
theorem det_eq_zero_iff (q : ZMod N → ℝ) (hq : ∀ j, q (-j) = q j) :
    (1 + latticeMatrix q).det = 0 ↔ ∃ k, 1 + cosineSymbol q k = 0 := by
  rw [det_eq_prod_cosine q hq, Finset.prod_eq_zero_iff]
  simp [cosineSymbol]
```

Q: For the logarithm, why not merely ask that the determinant be positive?

A: Two negative factors also have a positive product, and their separate logarithms are not real. Requiring $1+c(k)>0$ for each $k$ makes every separate logarithm real. For a repulsive interaction with $v(k)\geq0$ and the usual $\chi_0(k)\leq0$ at imaginary frequency, $c(k)=-\chi_0(k)v(k)\geq0$ and the condition is met. That sign argument is mine; the theorem takes positivity as a hypothesis.

The proof inserts the determinant and trace formulas, turns the logarithm of the product into a sum with `Real.log_prod`, and collects the terms under one sum.

```lean
/-- For real even `q` with all momentum factors positive, the RPA integrand is a sum of one
contribution per momentum. -/
theorem rpaIntegrand_eq_sum (q : ZMod N → ℝ) (hq : ∀ j, q (-j) = q j)
    (hpos : ∀ k, 0 < 1 + cosineSymbol q k) :
    rpaIntegrand q = ∑ k, (Real.log (1 + cosineSymbol q k) - cosineSymbol q k) := by
  have hdet : (1 + latticeMatrix q).det = ∏ k, (1 + cosineSymbol q k) :=
    det_eq_prod_cosine q hq
  have htr : (latticeMatrix q).trace = ∑ k, cosineSymbol q k := by
    have h := trace_eq_sum_bloch (fun j => (q j : ℂ))
    simp only [blochSymbol_eq_cosine q hq] at h
    apply Complex.ofReal_injective
    rw [Complex.ofReal_sum, ← h]
    simp [latticeMatrix, Matrix.trace]
  unfold rpaIntegrand
  rw [hdet, htr, Real.log_prod (fun k _ => (hpos k).ne'), Finset.sum_sub_distrib]
```

Q: And the frequency integral?

A: The last theorem asks for evenness and positivity at every $\omega>0$, and for each momentum's contribution to be integrable there. Integrability stands for a response that decays fast enough at high frequency and stays tame near zero; it too is assumed. The conclusion is

$$E=\sum_k\frac1{2\pi}\int_0^\infty\left[\ln(1+c_\omega(k))-c_\omega(k)\right]d\omega,$$

where $E$ is `rpaEnergy q` and $c_\omega$ is the cosine transform of `q ω`.

In the proof, `setIntegral_congr_fun` replaces the integrand frequency by frequency using the previous theorem. `MeasureTheory.integral_finsetSum` then exchanges the integral with the finite sum, and `Finset.mul_sum` distributes the prefactor.

```lean
/-- If at every positive frequency `q ω` is even and the momentum factors are positive, and each
momentum contribution is integrable, the RPA correlation energy is a sum over momenta. -/
theorem rpaEnergy_eq_sum (q : ℝ → ZMod N → ℝ)
    (hq : ∀ ω > 0, ∀ j, q ω (-j) = q ω j)
    (hpos : ∀ ω > 0, ∀ k, 0 < 1 + cosineSymbol (q ω) k)
    (hint : ∀ k, IntegrableOn
      (fun ω => Real.log (1 + cosineSymbol (q ω) k) - cosineSymbol (q ω) k)
      (Set.Ioi (0 : ℝ))) :
    rpaEnergy q = ∑ k, 1 / (2 * Real.pi) * ∫ ω in Set.Ioi (0 : ℝ),
      (Real.log (1 + cosineSymbol (q ω) k) - cosineSymbol (q ω) k) := by
  have h : ∫ ω in Set.Ioi (0 : ℝ), rpaIntegrand (q ω)
      = ∫ ω in Set.Ioi (0 : ℝ),
        ∑ k, (Real.log (1 + cosineSymbol (q ω) k) - cosineSymbol (q ω) k) :=
    setIntegral_congr_fun measurableSet_Ioi
      (fun ω hω => rpaIntegrand_eq_sum (q ω) (hq ω hω) (hpos ω hω))
  unfold rpaEnergy
  rw [h, MeasureTheory.integral_finsetSum _ (fun k _ => hint k), Finset.mul_sum]

end

end PeriodicRPA
```

```lean
#print axioms PeriodicRPA.det_eq_zero_iff
-- 'PeriodicRPA.det_eq_zero_iff' depends on axioms: [propext, Classical.choice, Quot.sound]
#print axioms PeriodicRPA.rpaIntegrand_eq_sum
-- 'PeriodicRPA.rpaIntegrand_eq_sum' depends on axioms: [propext, Classical.choice, Quot.sound]
#print axioms PeriodicRPA.rpaEnergy_eq_sum
-- 'PeriodicRPA.rpaEnergy_eq_sum' depends on axioms: [propext, Classical.choice, Quot.sound]
```

Q: So my worry about the coupled determinant is settled for the ring, and what I must still supply is the response itself.

A: Yes: a real, even `q ω` from your own $\chi_0$ and $v$, with positivity and integrability checked for it.
